# A C² band with threefold symmetry has zero gradient and an isotropic Hessian at the zone corner

Let $e:\mathbb R^2\to\mathbb R$ be a band energy as a function of the Cartesian wavevector. It is twice continuously differentiable and has periods $b_1$ and $b_2$, the reciprocal lattice vectors. It is also invariant under the 120° rotation

$$R(u_1,u_2)=\left(-\tfrac12u_1-\tfrac{\sqrt3}{2}u_2,\ \tfrac{\sqrt3}{2}u_1-\tfrac12u_2\right).$$

A threefold point is a wavevector $k$ with $Rk-k=mb_1+nb_2$ for some integers $m,n$. The corners of a hexagonal zone are such points, and so is the zone centre, with $m=n=0$. Write $De(k)u$ for the slope of $e$ at $k$ along $u$, and $B(u,v)$ for the second derivative at $k$ along $u$ and $v$.

## Zero slope and a single curvature

At a threefold point there is a real number $c$ such that, for all $u,v$,

$$De(k)=0,\qquad B(u,v)=c\,(u_1v_1+u_2v_2).$$

The curvature therefore cannot be negative in one direction and positive in another, which rules out a nondegenerate saddle. The value $c=0$ is allowed.

## Scalar masses, saddle searches and reduced coordinates

A valley model that stores one scalar effective mass for a zone corner relies on this form of the Hessian, with $c\neq0$. For optical spectra in the independent-particle picture of a two-dimensional crystal, take $e$ to be the difference of two bands that both meet the hypotheses: the corner is then not an ordinary saddle of the transition energy.

A routine for band derivatives can be tested at the corner: both gradient components and $B_{xy}$ should vanish, and $B_{xx}$ should equal $B_{yy}$. This holds in Cartesian components. In reduced coordinates, $k=x_1b_1+x_2b_2$, the matrix of second derivatives is $c\,b_i\cdot b_j$, which for a hexagonal lattice is not diagonal unless $c=0$.

## From rotation invariance to isotropy

Put $G=Rk-k$, which is a period of $e$. For every displacement $q$,

$$e(k+Rq)=e(k+Rq+G)=e(R(k+q))=e(k+q).$$

Differentiating at $q=0$ along $u$ gives $De(k)(Ru)=De(k)u$. The three vectors $u$, $Ru$, $R^2u$ sum to zero, so

$$0=De(k)(u+Ru+R^2u)=3\,De(k)u,$$

and the gradient vanishes.

Differentiating twice gives $B(Ru,Rv)=B(u,v)$. Since $e$ is C², $B$ is symmetric. With $R\hat x=(-\tfrac12,\tfrac{\sqrt3}2)$ and $R\hat y=(-\tfrac{\sqrt3}2,-\tfrac12)$, the $xx$ and $xy$ components read

$$\tfrac14B_{xx}-\tfrac{\sqrt3}2B_{xy}+\tfrac34B_{yy}=B_{xx},$$

$$\tfrac{\sqrt3}4(B_{xx}-B_{yy})-\tfrac12B_{xy}=B_{xy}.$$

The first gives $B_{xx}-B_{yy}=-\tfrac{2}{\sqrt3}B_{xy}$, the second $B_{xx}-B_{yy}=2\sqrt3\,B_{xy}$. Hence $B_{xy}=0$ and $B_{xx}=B_{yy}=c$. Finally, $B(u,u)=c(u_1^2+u_2^2)$ never has the sign opposite to $c$, so the curvature $B(u,u)$ cannot be negative for one $u$ and positive for another.

A concrete case is the single-orbital triangular-lattice band

$$e_\varphi(k)=\sum_{j=1}^3\cos(a_j\cdot k+\varphi),\qquad a_1=(1,0),\quad a_{2,3}=\left(-\tfrac12,\pm\tfrac{\sqrt3}2\right),$$

with unit lattice spacing and a complex hopping of modulus $\tfrac12$ whose phase is $\varphi$ along each $a_j$ and $-\varphi$ along each $-a_j$. One corner of its zone is $K=(4\pi/3,0)$, the corner meant below. Shifting the origin to $K$ changes the three arguments by $-2\pi/3$, up to $2\pi$, so $e_\varphi(K+q)=e_{\varphi-2\pi/3}(q)$. Two phases show different behaviour.

- For $\varphi=0$, $e_0(K)=3\cos(2\pi/3)=-\tfrac32$. With $a=a_2\cdot k$ and $b=a_3\cdot k$, we have $a+b=-k_1$ and
$$0\le|1+e^{ia}+e^{-ib}|^2=3+2\,e_0(k).$$
The corner is a global minimum.
- For $\varphi=\pi/6$, the cosines become sines at $K$, and
$$e_{\pi/6}(K+(t,0))=\sin t-2\sin\tfrac t2=-2\sin\tfrac t2\left(1-\cos\tfrac t2\right).$$
This is negative for $0<t<2\pi$ and odd in $t$, while $e_{\pi/6}(K)=0$. The band falls on one side of the corner and rises on the other, so the corner is a degenerate saddle with $c=0$.

For a numerical test at any phase, direct differentiation gives $c=-\tfrac32\cos(\varphi-2\pi/3)$ at $K$ and $c=-\tfrac32\cos(\varphi+2\pi/3)$ at the inequivalent corner $-K$.

## The Lean file

```lean
import Mathlib

open Real

namespace ThreefoldCriticalPoints

noncomputable section

/-- Rotation of the k-plane by 120 degrees. -/
def rot : ℝ × ℝ →L[ℝ] ℝ × ℝ :=
  ((-(1 / 2) : ℝ) • ContinuousLinearMap.fst ℝ ℝ ℝ
    - (√3 / 2) • ContinuousLinearMap.snd ℝ ℝ ℝ).prod
  ((√3 / 2) • ContinuousLinearMap.fst ℝ ℝ ℝ
    - (1 / 2 : ℝ) • ContinuousLinearMap.snd ℝ ℝ ℝ)

/-- The rotation in components. -/
theorem rot_apply (u : ℝ × ℝ) :
    rot u = (-(1 / 2) * u.1 - √3 / 2 * u.2, √3 / 2 * u.1 - 1 / 2 * u.2) := rfl

/-- The band `e` is C², has periods `b₁` and `b₂`, and is invariant under rotation by
120 degrees; the rotation moves `k` by a vector of the lattice generated by `b₁` and `b₂`. -/
structure ThreefoldPoint (e : ℝ × ℝ → ℝ) (b₁ b₂ k : ℝ × ℝ) : Prop where
  smooth : ContDiff ℝ 2 e
  period₁ : Function.Periodic e b₁
  period₂ : Function.Periodic e b₂
  invariant : ∀ p, e (rot p) = e p
  fixed : ∃ m n : ℤ, rot k - k = m • b₁ + n • b₂

/-- A vector and its two rotated copies add up to zero. -/
theorem rot_sum (u : ℝ × ℝ) : u + rot u + rot (rot u) = 0 := by
  have hs : √3 * √3 = 3 := Real.mul_self_sqrt (by norm_num)
  ext
  · simp only [rot_apply, Prod.fst_add, Prod.fst_zero]
    linear_combination (-(u.1) / 4) * hs
  · simp only [rot_apply, Prod.snd_add, Prod.snd_zero]
    linear_combination (-(u.2) / 4) * hs

/-- Seen from a threefold point `k`, the band is invariant under rotation of the
displacement `q` by 120 degrees. -/
theorem local_symmetry {e : ℝ × ℝ → ℝ} {b₁ b₂ k : ℝ × ℝ}
    (h : ThreefoldPoint e b₁ b₂ k) (q : ℝ × ℝ) : e (k + rot q) = e (k + q) := by
  obtain ⟨m, n, hk⟩ := h.fixed
  have hG : Function.Periodic e (m • b₁ + n • b₂) :=
    (h.period₁.zsmul m).add_period (h.period₂.zsmul n)
  calc e (k + rot q) = e (k + rot q + (m • b₁ + n • b₂)) := (hG _).symm
    _ = e (rot (k + q)) := by
        rw [← hk, map_add]
        congr 1
        abel
    _ = e (k + q) := h.invariant _

/-- If two differentiable functions are related by rotating the displacement from `k`,
their directional derivatives are related by the same rotation. -/
theorem fderiv_rot {F G : ℝ × ℝ → ℝ} {k : ℝ × ℝ} (hF : Differentiable ℝ F)
    (hG : Differentiable ℝ G) (h : ∀ q, F (k + rot q) = G (k + q)) (q v : ℝ × ℝ) :
    fderiv ℝ F (k + rot q) (rot v) = fderiv ℝ G (k + q) v := by
  have h1 : HasFDerivAt (fun p => F (k + rot p)) ((fderiv ℝ F (k + rot q)).comp rot) q :=
    HasFDerivAt.comp (g := F) (f := fun p => k + rot p) q
      (hF (k + rot q)).hasFDerivAt (rot.hasFDerivAt.const_add k)
  have h2 : HasFDerivAt (fun p => G (k + p))
      ((fderiv ℝ G (k + q)).comp (ContinuousLinearMap.id ℝ (ℝ × ℝ))) q :=
    HasFDerivAt.comp (g := G) (f := fun p => k + p) q
      (hG (k + q)).hasFDerivAt ((hasFDerivAt_id q).const_add k)
  rw [funext h] at h1
  exact DFunLike.congr_fun (h1.unique h2) v

/-- The gradient of the band vanishes at a threefold point. -/
theorem gradient_eq_zero {e : ℝ × ℝ → ℝ} {b₁ b₂ k : ℝ × ℝ}
    (h : ThreefoldPoint e b₁ b₂ k) : fderiv ℝ e k = 0 := by
  have hd : Differentiable ℝ e := h.smooth.differentiable (by norm_num)
  have hD : ∀ u, fderiv ℝ e k (rot u) = fderiv ℝ e k u := by
    intro u
    have h0 := fderiv_rot hd hd (local_symmetry h) 0 u
    simpa only [map_zero, add_zero] using h0
  refine ContinuousLinearMap.ext fun u => ?_
  -- the three rotated slopes are equal and add up to zero
  have hu := congrArg (fderiv ℝ e k) (rot_sum u)
  rw [map_add, map_add, map_zero, hD (rot u), hD u] at hu
  show fderiv ℝ e k u = 0
  linarith

/-- At a threefold point the gradient of the band vanishes and its Hessian is a multiple
of the identity. -/
theorem critical_and_isotropic {e : ℝ × ℝ → ℝ} {b₁ b₂ k : ℝ × ℝ}
    (h : ThreefoldPoint e b₁ b₂ k) :
    fderiv ℝ e k = 0 ∧
      ∃ c : ℝ, ∀ u v, fderiv ℝ (fderiv ℝ e) k u v = c * (u.1 * v.1 + u.2 * v.2) := by
  refine ⟨gradient_eq_zero h, ?_⟩
  have hd : Differentiable ℝ e := h.smooth.differentiable (by norm_num)
  have hg : Differentiable ℝ (fderiv ℝ e) :=
    (h.smooth.fderiv_right (m := 1) (le_of_eq one_add_one_eq_two)).differentiable
      (by norm_num)
  have hdir : ∀ u p, HasFDerivAt (fun p => fderiv ℝ e p u)
      ((ContinuousLinearMap.apply ℝ ℝ u).comp (fderiv ℝ (fderiv ℝ e) p)) p := fun u p =>
    (ContinuousLinearMap.apply ℝ ℝ u).hasFDerivAt.comp p (hg p).hasFDerivAt
  -- the Hessian inherits the rotation symmetry
  have hinv : ∀ v u, fderiv ℝ (fderiv ℝ e) k (rot v) (rot u)
      = fderiv ℝ (fderiv ℝ e) k v u := by
    intro v u
    have h0 := fderiv_rot (fun p => (hdir (rot u) p).differentiableAt)
      (fun p => (hdir u p).differentiableAt)
      (fun q => fderiv_rot hd hd (local_symmetry h) q u) 0 v
    simp only [map_zero, add_zero] at h0
    rw [(hdir (rot u) k).fderiv, (hdir u k).fderiv] at h0
    exact h0
  have hsym : ∀ v w, fderiv ℝ (fderiv ℝ e) k v w = fderiv ℝ (fderiv ℝ e) k w v :=
    fun v w => second_derivative_symmetric (fun y => (hd y).hasFDerivAt)
      (hg k).hasFDerivAt v w
  generalize fderiv ℝ (fderiv ℝ e) k = B at hinv hsym ⊢
  have hb : ∀ u : ℝ × ℝ, u.1 • ((1 : ℝ), (0 : ℝ)) + u.2 • ((0 : ℝ), (1 : ℝ)) = u := by
    intro u
    ext <;> simp
  have hexp : ∀ u v, B u v = u.1 * v.1 * B (1, 0) (1, 0)
      + (u.1 * v.2 + u.2 * v.1) * B (1, 0) (0, 1) + u.2 * v.2 * B (0, 1) (0, 1) := by
    intro u v
    have h0 : B u v = B (u.1 • ((1 : ℝ), (0 : ℝ)) + u.2 • ((0 : ℝ), (1 : ℝ)))
        (v.1 • ((1 : ℝ), (0 : ℝ)) + v.2 • ((0 : ℝ), (1 : ℝ))) := by rw [hb u, hb v]
    simp only [map_add, map_smul, add_apply, smul_apply, smul_eq_mul] at h0
    linear_combination h0 + (u.2 * v.1) * hsym (0, 1) (1, 0)
  -- compare the xx and xy components before and after rotation
  have hs : √3 * √3 = 3 := Real.mul_self_sqrt (by norm_num)
  have h1 := hinv (1, 0) (1, 0)
  have h2 := hinv (1, 0) (0, 1)
  rw [hexp (rot _) (rot _)] at h1 h2
  simp only [rot_apply] at h1 h2
  have hxy : B (1, 0) (0, 1) = 0 := by
    linear_combination (-(√3 / 6)) * h1 - (1 / 2) * h2
      + (√3 * B (0, 1) (0, 1) / 24 - 5 * B (1, 0) (0, 1) / 24) * hs
  have hyy : B (0, 1) (0, 1) = B (1, 0) (1, 0) := by
    linear_combination (4 / 3) * h1 + (2 * √3 / 3) * hxy - (B (0, 1) (0, 1) / 3) * hs
  refine ⟨B (1, 0) (1, 0), fun u v => ?_⟩
  rw [hexp u v, hxy, hyy]
  ring

/-- A threefold point is never a nondegenerate saddle: the curvature of the band cannot be
negative in one direction and positive in another. -/
theorem not_nondegenerate_saddle {e : ℝ × ℝ → ℝ} {b₁ b₂ k : ℝ × ℝ}
    (h : ThreefoldPoint e b₁ b₂ k) :
    ¬ ∃ u v, fderiv ℝ (fderiv ℝ e) k u u < 0 ∧ 0 < fderiv ℝ (fderiv ℝ e) k v v := by
  obtain ⟨-, c, hc⟩ := critical_and_isotropic h
  rintro ⟨u, v, hu, hv⟩
  rw [hc] at hu hv
  have pu : 0 ≤ u.1 * u.1 + u.2 * u.2 :=
    add_nonneg (mul_self_nonneg _) (mul_self_nonneg _)
  have pv : 0 ≤ v.1 * v.1 + v.2 * v.2 :=
    add_nonneg (mul_self_nonneg _) (mul_self_nonneg _)
  rcases le_total 0 c with h0 | h0
  · exact absurd hu (not_lt_of_ge (mul_nonneg h0 pu))
  · exact absurd hv (not_lt_of_ge (mul_nonpos_of_nonpos_of_nonneg h0 pv))

/-- A band of the triangular lattice: three cosines along directions 120 degrees apart,
with a common phase `φ`. -/
def band (φ : ℝ) (k : ℝ × ℝ) : ℝ :=
  Real.cos (k.1 + φ) + Real.cos (-(1 / 2) * k.1 + √3 / 2 * k.2 + φ)
    + Real.cos (-(1 / 2) * k.1 - √3 / 2 * k.2 + φ)

/-- The zone corner `(4π/3, 0)` of the triangular lattice. -/
def corner : ℝ × ℝ := (4 * π / 3, 0)

/-- The triangular-lattice band, with any phase, meets all the hypotheses at the zone
corner. -/
theorem threefoldPoint_witness (φ : ℝ) :
    ThreefoldPoint (band φ) (2 * π, 2 * √3 * π / 3) (0, 4 * √3 * π / 3) corner := by
  have hs : √3 * √3 = 3 := Real.mul_self_sqrt (by norm_num)
  have hp : ∀ a b : ℝ, a = b + 2 * π → Real.cos a = Real.cos b := by
    rintro a b rfl
    exact Real.cos_add_two_pi b
  have hm : ∀ a b : ℝ, a = b - 2 * π → Real.cos a = Real.cos b := by
    rintro a b rfl
    exact Real.cos_sub_two_pi b
  refine ⟨?_, fun k => ?_, fun k => ?_, fun k => ?_, -1, 1, ?_⟩
  · unfold band
    fun_prop
  · simp only [band, Prod.fst_add, Prod.snd_add]
    refine congrArg₂ (· + ·) (congrArg₂ (· + ·) (hp _ _ ?_) (congrArg Real.cos ?_))
      (hm _ _ ?_)
    · ring
    · linear_combination (π / 3) * hs
    · linear_combination (-(π / 3)) * hs
  · simp only [band, Prod.fst_add, Prod.snd_add]
    refine congrArg₂ (· + ·) (congrArg₂ (· + ·) (congrArg Real.cos ?_) (hp _ _ ?_))
      (hm _ _ ?_)
    · ring
    · linear_combination (2 * π / 3) * hs
    · linear_combination (-(2 * π / 3)) * hs
  · -- the rotation permutes the three cosines
    have key : ∀ a b c a' b' c' : ℝ, a = c' → b = a' → c = b' →
        Real.cos a + Real.cos b + Real.cos c
          = Real.cos a' + Real.cos b' + Real.cos c' := by
      rintro a b c a' b' c' rfl rfl rfl
      ring
    simp only [band, rot_apply]
    refine key _ _ _ _ _ _ ?_ ?_ ?_
    · ring
    · linear_combination (k.1 / 4) * hs
    · linear_combination (-(k.1 / 4)) * hs
  · ext <;> simp only [neg_smul, one_smul, rot_apply, corner, Prod.fst_add, Prod.snd_add,
      Prod.fst_neg, Prod.snd_neg, Prod.fst_sub, Prod.snd_sub] <;> ring

/-- Measured from the zone corner, the band is the same band with its phase lowered by
`2π/3`. -/
theorem band_corner_add (φ : ℝ) (q : ℝ × ℝ) :
    band φ (corner + q) = band (φ - 2 * π / 3) q := by
  have hp : ∀ a b : ℝ, a = b + 2 * π → Real.cos a = Real.cos b := by
    rintro a b rfl
    exact Real.cos_add_two_pi b
  simp only [band, corner, Prod.fst_add, Prod.snd_add]
  exact congrArg₂ (· + ·) (congrArg₂ (· + ·) (hp _ _ (by ring))
    (congrArg Real.cos (by ring))) (congrArg Real.cos (by ring))

/-- With phase zero, the zone corner is a global minimum of the band. -/
theorem corner_minimum (k : ℝ × ℝ) : band 0 corner ≤ band 0 k := by
  have hK : band 0 corner = -(3 / 2) := by
    have h := band_corner_add 0 0
    rw [add_zero] at h
    rw [h]
    simp only [band, Prod.fst_zero, Prod.snd_zero, mul_zero, add_zero, zero_add, sub_zero,
      zero_sub]
    rw [Real.cos_neg, show 2 * π / 3 = π - π / 3 by ring, Real.cos_pi_sub,
      Real.cos_pi_div_three]
    norm_num
  rw [hK]
  unfold band
  set a := -(1 / 2) * k.1 + √3 / 2 * k.2 + 0 with ha
  set b := -(1 / 2) * k.1 - √3 / 2 * k.2 + 0 with hb
  have hx : Real.cos (k.1 + 0)
      = Real.cos a * Real.cos b - Real.sin a * Real.sin b := by
    rw [← Real.cos_add, ← Real.cos_neg (k.1 + 0)]
    congr 1
    rw [ha, hb]
    ring
  -- the squared modulus of a sum of three phases is nonnegative
  rw [hx]
  nlinarith [sq_nonneg (1 + Real.cos a + Real.cos b), sq_nonneg (Real.sin a - Real.sin b),
    Real.sin_sq_add_cos_sq a, Real.sin_sq_add_cos_sq b]

/-- With phase `π/6`, the band lies below its corner value at every displacement `t` along
the x-axis with `0 < t < 2π`, and above it at the opposite displacement. -/
theorem corner_degenerate_saddle {t : ℝ} (h0 : 0 < t) (h1 : t < 2 * π) :
    band (π / 6) (corner + (t, 0)) < band (π / 6) corner ∧
      band (π / 6) corner < band (π / 6) (corner + (-t, 0)) := by
  have hsn : ∀ a b : ℝ, a = b - π / 2 → Real.cos a = Real.sin b := by
    rintro a b rfl
    exact Real.cos_sub_pi_div_two b
  have hv : ∀ r : ℝ, band (π / 6) (corner + (r, 0))
      = Real.sin r - 2 * Real.sin (r / 2) := by
    intro r
    rw [band_corner_add]
    simp only [band]
    rw [hsn (r + (π / 6 - 2 * π / 3)) r (by ring),
      hsn (-(1 / 2) * r + √3 / 2 * 0 + (π / 6 - 2 * π / 3)) (-(r / 2)) (by ring),
      hsn (-(1 / 2) * r - √3 / 2 * 0 + (π / 6 - 2 * π / 3)) (-(r / 2)) (by ring),
      Real.sin_neg]
    ring
  have hK : band (π / 6) corner = 0 := by
    have h : band (π / 6) (corner + 0) = Real.sin 0 - 2 * Real.sin (0 / 2) := hv 0
    rw [add_zero] at h
    rw [h, zero_div, Real.sin_zero]
    norm_num
  have hs : 0 < Real.sin (t / 2) :=
    Real.sin_pos_of_pos_of_lt_pi (by linarith) (by linarith)
  have hc : Real.cos (t / 2) < 1 := by
    nlinarith [Real.sin_sq_add_cos_sq (t / 2), mul_pos hs hs]
  have hd : Real.sin t = 2 * Real.sin (t / 2) * Real.cos (t / 2) := by
    rw [← Real.sin_two_mul]
    congr 1
    ring
  have hneg : Real.sin t - 2 * Real.sin (t / 2) < 0 := by
    nlinarith [mul_pos hs (sub_pos.2 hc)]
  rw [hv, hv, hK, neg_div, Real.sin_neg, Real.sin_neg]
  constructor <;> linarith

end

end ThreefoldCriticalPoints
```

```lean
#print axioms ThreefoldCriticalPoints.not_nondegenerate_saddle
#print axioms ThreefoldCriticalPoints.band_corner_add
#print axioms ThreefoldCriticalPoints.corner_minimum
#print axioms ThreefoldCriticalPoints.corner_degenerate_saddle
```

```
'ThreefoldCriticalPoints.not_nondegenerate_saddle' depends on axioms: [propext, Classical.choice, Quot.sound]
'ThreefoldCriticalPoints.band_corner_add' depends on axioms: [propext, Classical.choice, Quot.sound]
'ThreefoldCriticalPoints.corner_minimum' depends on axioms: [propext, Classical.choice, Quot.sound]
'ThreefoldCriticalPoints.corner_degenerate_saddle' depends on axioms: [propext, Classical.choice, Quot.sound]
```

## Smooth bands, with the sign of the curvature left open

The structure `ThreefoldPoint e b₁ b₂ k` collects the hypotheses: `smooth` is the C² condition, `period₁` and `period₂` are the lattice periods, `invariant` is the rotation symmetry, and `fixed` supplies the integers $m,n$. The map `rot` is $R$. `fderiv ℝ e k` is the linear map $De(k)$, and `fderiv ℝ (fderiv ℝ e) k u v` is $B(u,v)$. Angles enter through the explicit matrix of `rot` and the explicit dot product in the conclusion.

`critical_and_isotropic` states the zero gradient and the isotropic Hessian, and `not_nondegenerate_saddle` excludes directions of opposite curvature. The proof runs as follows:

- `local_symmetry` is the chain of equalities for $e(k+Rq)$, and `rot_sum` is $u+Ru+R^2u=0$. Together with the chain rule in `fderiv_rot`, they give `gradient_eq_zero`.
- `fderiv_rot` allows two different functions $F$ and $G$. It is applied first to $e$ itself, then to the slopes along $Ru$ and $u$; the second application yields the invariance `hinv` of the Hessian.
- `hsym` is the symmetry of second derivatives and `hexp` expands $B$ in components. The `linear_combination` steps for `hxy` and `hyy` solve the two component equations.
- `not_nondegenerate_saddle` splits on the sign of $c$.

For the example, `threefoldPoint_witness` verifies every hypothesis at `corner` for any phase, with $m=-1$ and $n=1$. `band_corner_add` is the phase shift, `corner_minimum` uses the squared modulus through `nlinarith`, and `corner_degenerate_saddle` proves the two strict inequalities for $\varphi=\pi/6$.

The C² hypothesis stands for a band that stays smooth as $k$ varies. It fails at a conical band touching, such as the one at the corner in the nearest-neighbour model of graphene, and it can fail when a code labels bands by sorted eigenvalues that cross. The file asks for smoothness on the whole plane, although the derivation uses it only near $k$.

The symmetry is assumed of $e$ and not derived from a Hamiltonian. The theorems fix neither the size nor the sign of $c$, and they concern derivatives, not finite differences. For a smooth band, a central difference for the gradient at the corner can leave a remainder of order $h^2$ in the step $h$, because threefold symmetry permits cubic terms.
